# Two distinct spin-1 states with identical statistics along x, y and z

The system is a single spin 1 with $\hbar=1$, described in the Cartesian basis. A state vector has three complex amplitudes $v_0,v_1,v_2$ belonging to the directions x, y and z. The axes carry the same labels, $k=0,1,2$, and all index sums are taken modulo 3, so $k+1$ and $k+2$ are the two axes that follow $k$ in cyclic order. The inner product is $\langle v,w\rangle=\sum_a \overline{v_a}\,w_a$, conjugated in the first argument.

## Spin operators, moments and outcomes

```lean
import Mathlib

open Matrix Complex ComplexConjugate

namespace SpinOneAxisDistributions

noncomputable section
```

The first line loads Mathlib, the mathematical library for Lean. The next ones make short notation available, such as `I` for the imaginary unit and `conj` for complex conjugation, and open a namespace for the names that follow.

```lean
/-- The Levi-Civita symbol, with the three Cartesian indices counted cyclically. -/
def eps (k a b : Fin 3) : ℂ :=
  if a = k + 1 ∧ b = k + 2 then 1 else if a = k + 2 ∧ b = k + 1 then -1 else 0
```

This is the Levi-Civita symbol $\varepsilon_{kab}$. The type `Fin 3` contains the numbers 0, 1 and 2, and its addition wraps around. The symbol is therefore $1$ when $(a,b)=(k+1,k+2)$, $-1$ when the two are exchanged, and $0$ otherwise.

```lean
/-- The spin-1 operator along axis `k` in the Cartesian basis, with entries `-i ε_kab`. -/
def L (k : Fin 3) : Matrix (Fin 3) (Fin 3) ℂ := Matrix.of fun a b => -I * eps k a b
```

The spin operator along axis $k$ is the $3\times3$ matrix $(L_k)_{ab}=-i\,\varepsilon_{kab}$. Its action on a vector is

$$(L_kv)_k=0,\qquad (L_kv)_{k+1}=-i\,v_{k+2},\qquad (L_kv)_{k+2}=i\,v_{k+1}.$$

```lean
/-- The moment of order `r` of the spin component along axis `k` in the state `v`. -/
def moment (k : Fin 3) (r : ℕ) (v : Fin 3 → ℂ) : ℂ := star v ⬝ᵥ ((L k ^ r) *ᵥ v)
```

The moment of order $r$ is $\langle v,L_k^r v\rangle$. A vector is a function `Fin 3 → ℂ`, `star v` is its componentwise conjugate, `⬝ᵥ` is the plain dot product and `*ᵥ` applies a matrix to a vector. The order $r$ is a natural number starting at 0, where the moment is the squared norm.

```lean
/-- The measured value of a spin component, `-1`, `0` or `1`. -/
def spinValue : SignType → ℂ
  | .neg => -1
  | .zero => 0
  | .pos => 1
```

Mathlib's `SignType` has exactly three elements, `neg`, `zero` and `pos`, and serves here as the set of outcomes. `spinValue` attaches the measured values $-1$, $0$ and $1$.

```lean
/-- The projector for each outcome of a spin measurement along axis `k`,
written as a polynomial in the spin operator. -/
def axisProj (k : Fin 3) : SignType → Matrix (Fin 3) (Fin 3) ℂ
  | .neg => (1 / 2 : ℂ) • (L k * L k - L k)
  | .zero => 1 - L k * L k
  | .pos => (1 / 2 : ℂ) • (L k * L k + L k)
```

Each outcome along axis $k$ gets a polynomial in $L_k$:

$$P_{\pm}=\tfrac12\,(L_k^2\pm L_k),\qquad P_0=1-L_k^2 .$$

At this point they are only matrices with suggestive names; that they are the spectral projectors is proved below.

```lean
/-- The Born probability of outcome `m` along axis `k` in the normalised state `v`. -/
def prob (k : Fin 3) (m : SignType) (v : Fin 3 → ℂ) : ℂ := star v ⬝ᵥ (axisProj k m *ᵥ v)
```

The Born rule gives $p_m=\langle v,P_m v\rangle$. The definition accepts any vector, and the number is a probability when $v$ is normalised. Its type is complex, as it is for every expectation value in this file.

## The cubic relation and the projectors

```lean
theorem axis_cases : ∀ k : Fin 3, k = 0 ∨ k = 1 ∨ k = 2 := by decide
```

Every axis is 0, 1 or 2. The tactic `decide` verifies this by running through the finite type, and later proofs use the statement to treat the three axes one at a time.

```lean
/-- Each spin operator is Hermitian and equals its own cube. -/
theorem L_hermitian_cube (k : Fin 3) : (L k)ᴴ = L k ∧ L k * (L k * L k) = L k := by
  rcases axis_cases k with rfl | rfl | rfl <;> constructor <;> ext a b <;>
    fin_cases a <;> fin_cases b <;>
    simp [L, eps, Matrix.mul_apply]
```

A theorem in Lean consists of a name, its variables, a statement after the colon and a proof after `:= by`. This one says $L_k^\dagger=L_k$ and $L_k^3=L_k$.

By hand, exchanging $a$ and $b$ flips the sign of $\varepsilon_{kab}$, and conjugation flips the sign of $-i$, so the adjoint returns the same matrix. Applying $L_k$ twice gives

$$(L_k^2v)_k=0,\qquad (L_k^2v)_{k+1}=-i\cdot i\,v_{k+1}=v_{k+1},\qquad (L_k^2v)_{k+2}=v_{k+2}.$$

Thus $L_k^2$ removes the component along $k$ and keeps the other two. Since $L_kv$ has no component along $k$, a further factor $L_k^2$ leaves it unchanged, and $L_k^3=L_k$.

Lean takes a more literal route. It splits into the three axes, compares the matrices entry by entry with `ext` and `fin_cases`, and lets `simp` evaluate each entry.

```lean
/-- The outcome projectors are Hermitian idempotents onto eigenvectors of the spin
operator with the measured value as eigenvalue, and they sum to the identity. -/
theorem axisProj_spectral (k : Fin 3) :
    (∀ m, (axisProj k m)ᴴ = axisProj k m ∧ axisProj k m * axisProj k m = axisProj k m ∧
      L k * axisProj k m = spinValue m • axisProj k m) ∧
    axisProj k .neg + axisProj k .zero + axisProj k .pos = 1 := by
  obtain ⟨hH, h3⟩ := L_hermitian_cube k
  refine ⟨fun m => ⟨?_, ?_, ?_⟩, ?_⟩
  · cases m <;> simp [axisProj, hH, Matrix.conjTranspose_mul]
  · -- every power above the second is reduced by the cubic relation
    cases m <;> simp only [axisProj, mul_add, mul_sub, add_mul, sub_mul, mul_one, one_mul,
      mul_smul_comm, smul_mul_assoc, mul_assoc, h3] <;> module
  · cases m <;> simp only [axisProj, spinValue, mul_add, mul_sub, mul_one,
      mul_smul_comm, h3] <;> module
  · simp only [axisProj]
    module
```

For every outcome $m$, the matrix $P_m$ is Hermitian, satisfies $P_m^2=P_m$ and obeys $L_kP_m=mP_m$; the three matrices add up to the identity. This justifies calling `prob` a Born probability.

Hermiticity holds because the polynomials have real coefficients. The rest uses $L_k^3=L_k$ and hence $L_k^4=L_k^2$:

$$P_\pm^2=\tfrac14\,(L_k^4\pm2L_k^3+L_k^2)=\tfrac12\,(L_k^2\pm L_k)=P_\pm,\qquad P_0^2=1-2L_k^2+L_k^4=P_0,$$

$$L_kP_\pm=\tfrac12\,(L_k^3\pm L_k^2)=\pm P_\pm,\qquad L_kP_0=L_k-L_k^3=0,$$

$$P_-+P_0+P_+=L_k^2+(1-L_k^2)=1.$$

The proof does the same. `simp only` multiplies out the products and reduces high powers with the cubic relation, called `h3`, and `module` collects the coefficients of the remaining matrices.

## Three moments fix the distribution along an axis

```lean
/-- Moments of order three and higher repeat those two orders lower. -/
theorem moment_add_three (k : Fin 3) (r : ℕ) (v : Fin 3 → ℂ) :
    moment k (r + 3) v = moment k (r + 1) v := by
  have h : L k ^ 3 = L k := by
    rw [pow_succ, pow_two, mul_assoc, (L_hermitian_cube k).2]
  unfold moment
  rw [pow_add, h, ← pow_succ]
```

The cubic relation gives $L_k^{r+3}=L_k^rL_k^3=L_k^{r+1}$. Taking the expectation value, the moment of order $r+3$ equals that of order $r+1$. All odd moments therefore equal the first, and all even moments from the second onwards equal the second.

```lean
/-- The moments of order zero, one and two in terms of the Cartesian amplitudes. -/
theorem low_moments (k : Fin 3) (v : Fin 3 → ℂ) :
    moment k 0 v = ((normSq (v k) + normSq (v (k + 1)) + normSq (v (k + 2)) : ℝ) : ℂ) ∧
    moment k 1 v = ((2 * (conj (v (k + 1)) * v (k + 2)).im : ℝ) : ℂ) ∧
    moment k 2 v = ((normSq (v (k + 1)) + normSq (v (k + 2)) : ℝ) : ℂ) := by
  simp only [moment, pow_zero, pow_one, pow_two, ← Matrix.mulVec_mulVec, Matrix.one_mulVec]
  rcases axis_cases k with rfl | rfl | rfl <;> refine ⟨?_, ?_, ?_⟩ <;>
    apply Complex.ext <;>
    simp [L, eps, Matrix.mulVec, dotProduct, Fin.sum_univ_three, normSq_apply] <;> ring
```

The three moments that remain are given explicitly. Here `normSq` is the squared modulus, and the annotation `: ℝ) : ℂ` says that a real number is being regarded as a complex one, so the statement also records that these moments are real:

$$\langle v,v\rangle=|v_k|^2+|v_{k+1}|^2+|v_{k+2}|^2,$$

$$\langle v,L_kv\rangle=2\,\mathrm{Im}(\overline{v_{k+1}}\,v_{k+2}),$$

$$\langle v,L_k^2v\rangle=|v_{k+1}|^2+|v_{k+2}|^2 .$$

The first is the squared norm, and the third follows from the action of $L_k^2$ found above. For the second, put $z=\overline{v_{k+1}}\,v_{k+2}$. The action of $L_k$ gives

$$\langle v,L_kv\rangle=-i\,\overline{v_{k+1}}\,v_{k+2}+i\,\overline{v_{k+2}}\,v_{k+1}=-i(z-\bar z)=2\,\mathrm{Im}\,z .$$

In Lean, `Complex.ext` separates real and imaginary parts, `simp` writes out the sums over three components, and `ring` finishes the algebra.

```lean
/-- Two vectors have the same moments of all orders along all three axes exactly when
their amplitudes have equal moduli and the products `conj v_a v_b` of cyclically
neighbouring amplitudes have equal imaginary parts. -/
theorem same_moments_iff (v w : Fin 3 → ℂ) :
    (∀ k r, moment k r v = moment k r w) ↔
      ∀ k, normSq (v k) = normSq (w k) ∧
        (conj (v (k + 1)) * v (k + 2)).im = (conj (w (k + 1)) * w (k + 2)).im := by
  constructor
  · intro h k
    have h0 := h k 0
    have h1 := h k 1
    have h2 := h k 2
    rw [(low_moments k v).1, (low_moments k w).1, Complex.ofReal_inj] at h0
    rw [(low_moments k v).2.1, (low_moments k w).2.1, Complex.ofReal_inj] at h1
    rw [(low_moments k v).2.2, (low_moments k w).2.2, Complex.ofReal_inj] at h2
    constructor <;> linarith
  · intro h k r
    -- orders 0, 1, 2 are explicit, and the recursion supplies the rest
    induction r using Nat.strong_induction_on with
    | _ r ih =>
      match r, ih with
      | 0, _ => rw [(low_moments k v).1, (low_moments k w).1, (h k).1, (h (k + 1)).1,
          (h (k + 2)).1]
      | 1, _ => rw [(low_moments k v).2.1, (low_moments k w).2.1, (h k).2]
      | 2, _ => rw [(low_moments k v).2.2, (low_moments k w).2.2, (h (k + 1)).1,
          (h (k + 2)).1]
      | n + 3, ih =>
        rw [moment_add_three, moment_add_three]
        exact ih (n + 1) (by omega)
```

This criterion holds for any two vectors, normalised or not. They have the same moments of every order along all three axes exactly when, for every $k$,

$$|v_k|^2=|w_k|^2\quad\text{and}\quad \mathrm{Im}(\overline{v_{k+1}}\,v_{k+2})=\mathrm{Im}(\overline{w_{k+1}}\,w_{k+2}).$$

From left to right, subtract the second moment from the zeroth. The difference is $|v_k|^2$, so the moduli agree, and the first moment supplies the imaginary part. In Lean, `h0`, `h1` and `h2` are these three equalities, rewritten with the explicit formulas, and `linarith` does the linear arithmetic.

From right to left, the formulas show that orders 0, 1 and 2 agree. Any higher order is $n+3$ for some $n$, and the recursion reduces it to order $n+1$, which is smaller. That is strong induction: equality may be assumed for all lower orders, and `ih` is the name of this assumption.

The real parts of the products $\overline{v_{k+1}}\,v_{k+2}$ appear nowhere in the criterion. This is the gap through which two different states can pass.

```lean
/-- Equal moments along all axes imply equal Born probabilities for every outcome. -/
theorem same_prob_of_same_moments (v w : Fin 3 → ℂ)
    (h : ∀ k r, moment k r v = moment k r w) (k : Fin 3) (m : SignType) :
    prob k m v = prob k m w := by
  have h0 := h k 0
  have h1 := h k 1
  have h2 := h k 2
  simp only [moment, pow_zero, pow_one, pow_two] at h0 h1 h2
  cases m <;> simp only [prob, axisProj, Matrix.sub_mulVec, Matrix.add_mulVec,
    Matrix.smul_mulVec, dotProduct_add, dotProduct_sub, dotProduct_smul, h0, h1, h2]
```

Write $M_r$ for the moment of order $r$ along axis $k$. The definitions of the projectors give

$$p_\pm=\tfrac12\,(M_2\pm M_1),\qquad p_0=M_0-M_2 .$$

Equal moments therefore imply equal probabilities for each outcome. The proof goes through the three outcomes, expands the projector and substitutes the three equalities.

## The two states

```lean
/-- The common amplitude `1/√3`. -/
def amp : ℝ := 1 / √3
```

Both states use the real number $1/\sqrt3$, called `amp`.

```lean
/-- The state `(1, 1, 1)/√3`. -/
def u : Fin 3 → ℂ := ![(amp : ℂ), (amp : ℂ), (amp : ℂ)]
```

The first state is $u=(1,1,1)/\sqrt3$. The notation `![...]` lists the components of a vector.

```lean
/-- The state `(1, 1, -1)/√3`. -/
def w : Fin 3 → ℂ := ![(amp : ℂ), (amp : ℂ), -(amp : ℂ)]
```

The second is $w=(1,1,-1)/\sqrt3$, which differs from $u$ only in the sign of the z amplitude.

```lean
theorem amp_sq : (amp : ℂ) * amp = 1 / 3 := by
  have h : amp * amp = 1 / 3 := by
    unfold amp
    rw [div_mul_div_comm, Real.mul_self_sqrt (by norm_num), one_mul]
  rw [← Complex.ofReal_mul, h]
  norm_num
```

The square of the common amplitude is $1/3$. The identity is first proved for real numbers and then carried over to complex ones.

```lean
/-- The states `u` and `w` are normalised and have overlap `1/3`. -/
theorem norms_and_overlap : star u ⬝ᵥ u = 1 ∧ star w ⬝ᵥ w = 1 ∧ star u ⬝ᵥ w = 1 / 3 := by
  have hs := amp_sq
  refine ⟨?_, ?_, ?_⟩ <;> simp only [dotProduct, Fin.sum_univ_three, Pi.star_apply] <;>
    simp [u, w, hs] <;> norm_num
```

Both vectors have norm 1, because $3\cdot\tfrac13=1$. Their overlap is

$$\langle u,w\rangle=\tfrac13\,(1+1-1)=\tfrac13 .$$

The proof writes out each sum of three terms and inserts the value of the squared amplitude.

```lean
/-- The distributions along x, y and z do not always identify a pure spin-1 state: the unit vectors
`u` and `w` have the same moments of all orders and the same outcome probabilities along x, y and z,
yet neither is a multiple of the other. -/
theorem axis_distributions_do_not_identify_state :
    star u ⬝ᵥ u = 1 ∧ star w ⬝ᵥ w = 1 ∧
    (∀ k r, moment k r u = moment k r w) ∧
    (∀ k m, prob k m u = prob k m w) ∧
    (∀ c : ℂ, w ≠ c • u) ∧ (∀ c : ℂ, u ≠ c • w) := by
  have hm : ∀ k r, moment k r u = moment k r w := by
    rw [same_moments_iff]
    intro k
    -- both vectors are real and differ only in the sign of the z amplitude
    rcases axis_cases k with rfl | rfl | rfl <;> constructor <;> simp [u, w]
  refine ⟨norms_and_overlap.1, norms_and_overlap.2.1, hm,
    same_prob_of_same_moments u w hm, fun c h => ?_, fun c h => ?_⟩
  · have h0 : (amp : ℂ) = c * amp := congrFun h 0
    have h2 : -(amp : ℂ) = c * amp := congrFun h 2
    have hz : (1 / 3 : ℂ) = 0 := by
      linear_combination (amp : ℂ) / 2 * (h0 - h2) - amp_sq
    norm_num at hz
  · have h0 : (amp : ℂ) = c * amp := congrFun h 0
    have h2 : (amp : ℂ) = c * -amp := congrFun h 2
    have hz : (1 / 3 : ℂ) = 0 := by
      linear_combination (amp : ℂ) / 2 * (h0 + h2) - amp_sq
    norm_num at hz

end

end SpinOneAxisDistributions
```

The final theorem joins six statements with `∧`, which means "and". The first two are the normalisations. The next two say that $u$ and $w$ have equal moments for every axis and every natural order, and equal probabilities for every axis and outcome. The last two say that no complex number $c$ gives $w=c\,u$ or $u=c\,w$. Since a global phase is one such factor, $u$ and $w$ are physically different states.

For the moments, the criterion leaves little to check. All amplitudes have squared modulus $\tfrac13$, and all products $\overline{v_a}\,v_b$ are real, so their imaginary parts vanish for both states. Equality of the probabilities then follows from `same_prob_of_same_moments`. Inserting the numbers by hand gives $M_0=1$, $M_1=0$ and $M_2=\tfrac23$ on each axis, hence $p_-=p_0=p_+=\tfrac13$ for both states.

Suppose now that $w=c\,u$. The x component reads $\tfrac1{\sqrt3}=\tfrac{c}{\sqrt3}$ and the z component reads $-\tfrac1{\sqrt3}=\tfrac{c}{\sqrt3}$. Subtracting them gives $\tfrac2{\sqrt3}=0$, which is impossible. If $u=c\,w$, the same two components have right-hand sides $\tfrac{c}{\sqrt3}$ and $-\tfrac{c}{\sqrt3}$, and adding them gives the same contradiction. Lean obtains these component equations with `congrFun`; `linear_combination` multiplies their difference or sum by `amp / 2`, inserts the value of the squared amplitude from `amp_sq` and arrives at $\tfrac13=0$, which `norm_num` rejects.

For state reconstruction on a single spin 1, this means that exact outcome distributions along three orthogonal axes can be insufficient even when the state is known to be pure. The theorem exhibits one ambiguous pair; it does not say which other states are ambiguous, and it does not treat mixed states or finite samples.

```lean
#print axioms SpinOneAxisDistributions.axisProj_spectral
#print axioms SpinOneAxisDistributions.axis_distributions_do_not_identify_state
```

```
'SpinOneAxisDistributions.axisProj_spectral' depends on axioms: [propext, Classical.choice, Quot.sound]
'SpinOneAxisDistributions.axis_distributions_do_not_identify_state' depends on axioms: [propext, Classical.choice, Quot.sound]
```

## The same ambiguity in a fitting code

One way to fit a pure spin-1 state $v$ is to compare the predicted probabilities $\langle v,P_mv\rangle$ with measured frequencies and minimise the mismatch. If the data come only from the x, y and z axes, any cost function that depends on the state only through these probabilities has the same value at $u$ and at $w$, whatever the amount of data. A better optimiser cannot separate them.

A further axis can. Along the unit vector $n=(1,0,1)/\sqrt2$, outcome 0 has probability $|n\cdot v|^2$, which is $\tfrac23$ for $u$ and $0$ for $w$. This measurement is sensitive to the real part of $\overline{v_0}\,v_2$, where the two states differ in sign.

Codes that store spin states in the eigenbasis of $L_z$ need a change of basis before these vectors are entered. With a common choice of phases, the basis states are $|{\pm1}\rangle=\mp(e_x\pm i\,e_y)/\sqrt2$ and $|0\rangle=e_z$, where $e_x,e_y,e_z$ are the Cartesian basis vectors.
